# The half-sum of two commuting Clifford families with the same metric obeys the Duffin-Kemmer-Petiau relation

The Duffin-Kemmer-Petiau (DKP) equation \(i\,b^\mu\partial_\mu\psi = m\psi\) is a first-order wave equation for free particles of spin 0 and spin 1, with mass \(m\) and units \(\hbar=c=1\). A plane wave \(\psi\,e^{-ip\cdot x}\) turns it into the algebraic equation \((b\cdot p)\psi=m\psi\) for the amplitude \(\psi\). The problems below concern this algebraic equation and the matrices \(b^\mu\), often written \(\beta^\mu\) in textbooks. The passage from the differential equation to plane-wave amplitudes is taken as given.

The \(b^\mu\) live in an arbitrary complex algebra `A` with unit, and the indices in an arbitrary type `ι`, finite wherever a sum over it occurs.

```lean
import Mathlib

open scoped Kronecker

namespace DuffinKemmerPetiau

noncomputable section

variable {ι A : Type*} [Ring A] [Algebra ℂ A]
```

A Clifford family satisfies \(\gamma^\mu\gamma^\nu+\gamma^\nu\gamma^\mu=2g^{\mu\nu}\,1\). The metric `g` is any complex-valued function of two indices. Its symmetry is not assumed separately, since the left side is symmetric and forces it whenever \(1\neq0\) in the algebra.

```lean
/-- A Clifford family with metric `g`: the anticommutator of `γ^μ` and `γ^ν` is `2 g^(μν)`. -/
def IsClifford (g : ι → ι → ℂ) (γ : ι → A) : Prop :=
  ∀ μ ν, γ μ * γ ν + γ ν * γ μ = (2 * g μ ν) • (1 : A)
```

A DKP family satisfies a relation with three factors instead of two.

```lean
/-- The Duffin-Kemmer-Petiau relation
`b^μ b^ν b^ρ + b^ρ b^ν b^μ = g^(μν) b^ρ + g^(ρν) b^μ`. -/
def IsDKP (g : ι → ι → ℂ) (b : ι → A) : Prop :=
  ∀ μ ν ρ, b μ * b ν * b ρ + b ρ * b ν * b μ = g μ ν • b ρ + g ρ ν • b μ
```

The candidate for such a family is built from two Clifford families \(\gamma\) and \(\gamma'\) as \(b^\mu=\tfrac12(\gamma^\mu+\gamma'^\mu)\).

```lean
/-- The half-sum `b^μ = (γ^μ + γ'^μ)/2` of two families. -/
def halfSum (γ γ' : ι → A) (μ : ι) : A := (1 / 2 : ℂ) • (γ μ + γ' μ)
```

The momentum has covariant components \(p_\mu\), which may be complex. The name `slash` is used here for the contraction \(b\cdot p=\sum_\mu p_\mu b^\mu\) of any family, not only of Dirac matrices.

```lean
/-- The contraction `b·p = ∑ p_μ b^μ` with covariant components `p_μ`. -/
def slash [Fintype ι] (b : ι → A) (p : ι → ℂ) : A := ∑ μ, p μ • b μ
```

Accordingly, `dot` contracts two covariant vectors with the upper-index metric, \(p\cdot q=\sum_{\mu\nu}g^{\mu\nu}p_\mu q_\nu\).

```lean
/-- The product `p·q = ∑ g^(μν) p_μ q_ν` of two covariant vectors. -/
def dot [Fintype ι] (g : ι → ι → ℂ) (p q : ι → ℂ) : ℂ :=
  ∑ ν, (∑ μ, g μ ν * p μ) * q ν
```

## (a) Three gammas from one family

Show that in a Clifford family
\[
\gamma^\mu\gamma^\nu\gamma^\rho+\gamma^\rho\gamma^\nu\gamma^\mu
=2g^{\mu\nu}\gamma^\rho+2g^{\rho\nu}\gamma^\mu-2g^{\mu\rho}\gamma^\nu .
\]

**Solution.** Write \(\{X,Y\}=XY+YX\). Expanding the right side confirms that
\[
\gamma^\mu\gamma^\nu\gamma^\rho+\gamma^\rho\gamma^\nu\gamma^\mu
=\{\gamma^\mu,\gamma^\nu\}\gamma^\rho+\{\gamma^\rho,\gamma^\nu\}\gamma^\mu-\gamma^\nu\{\gamma^\mu,\gamma^\rho\},
\]
because \(\gamma^\nu\gamma^\mu\gamma^\rho\) and \(\gamma^\nu\gamma^\rho\gamma^\mu\) cancel. Inserting the three anticommutators gives the claim. In Lean, `noncomm_ring` proves the expansion `e`, and the rewrites insert the anticommutators.

```lean
/-- In a Clifford family, a product of three gammas plus the reversed product is a
combination of single gammas. -/
theorem clifford_triple {g : ι → ι → ℂ} {γ : ι → A} (h : IsClifford g γ) (μ ν ρ : ι) :
    γ μ * γ ν * γ ρ + γ ρ * γ ν * γ μ
      = (2 * g μ ν) • γ ρ + (2 * g ρ ν) • γ μ - (2 * g μ ρ) • γ ν := by
  have e : γ μ * γ ν * γ ρ + γ ρ * γ ν * γ μ
      = (γ μ * γ ν + γ ν * γ μ) * γ ρ + (γ ρ * γ ν + γ ν * γ ρ) * γ μ
        - γ ν * (γ μ * γ ρ + γ ρ * γ μ) := by noncomm_ring
  rw [e, h μ ν, h ρ ν, h μ ρ]
  simp only [smul_mul_assoc, mul_smul_comm, one_mul, mul_one]
```

## (b) Two gammas from one family, one from the other

Let every \(\gamma^\mu\) commute with every \(\gamma'^\nu\), as happens when the two families act on different factors of a tensor product of two spinor spaces. Show that the three placements of the primed factor, each added to its reversal, give
\[
\begin{aligned}
&(\gamma^\mu\gamma^\nu\gamma'^\rho+\gamma'^\rho\gamma^\nu\gamma^\mu)
+(\gamma^\mu\gamma'^\nu\gamma^\rho+\gamma^\rho\gamma'^\nu\gamma^\mu)
+(\gamma'^\mu\gamma^\nu\gamma^\rho+\gamma^\rho\gamma^\nu\gamma'^\mu)\\
&\quad=2g^{\mu\nu}\gamma'^\rho+2g^{\mu\rho}\gamma'^\nu+2g^{\rho\nu}\gamma'^\mu .
\end{aligned}
\]

**Solution.** Move each primed factor to the right. The three brackets become
\[
\{\gamma^\mu,\gamma^\nu\}\gamma'^\rho+\{\gamma^\mu,\gamma^\rho\}\gamma'^\nu+\{\gamma^\rho,\gamma^\nu\}\gamma'^\mu ,
\]
and the Clifford relation for \(\gamma\) finishes the calculation. The relation for \(\gamma'\) is not used. The auxiliary facts `left` and `middle` move a primed factor from the first or second position to the third.

```lean
/-- For a Clifford family `γ` commuting with a family `γ'`, the products with two factors `γ`
and one factor `γ'`, added to their reversals, reduce to single `γ'`. -/
theorem mixed_triple {g : ι → ι → ℂ} {γ γ' : ι → A} (h : IsClifford g γ)
    (hc : ∀ μ ν, γ μ * γ' ν = γ' ν * γ μ) (μ ν ρ : ι) :
    (γ μ * γ ν * γ' ρ + γ' ρ * γ ν * γ μ) + (γ μ * γ' ν * γ ρ + γ ρ * γ' ν * γ μ)
        + (γ' μ * γ ν * γ ρ + γ ρ * γ ν * γ' μ)
      = (2 * g μ ν) • γ' ρ + (2 * g μ ρ) • γ' ν + (2 * g ρ ν) • γ' μ := by
  -- move the single primed factor to the right
  have left : ∀ a b c, γ' a * γ b * γ c = γ b * γ c * γ' a := fun a b c => by
    rw [← hc b a, mul_assoc, ← hc c a, ← mul_assoc]
  have middle : ∀ a b c, γ a * γ' b * γ c = γ a * γ c * γ' b := fun a b c => by
    rw [mul_assoc, ← hc c b, ← mul_assoc]
  rw [left ρ ν μ, middle μ ν ρ, middle ρ ν μ, left μ ν ρ]
  have e : (γ μ * γ ν * γ' ρ + γ ν * γ μ * γ' ρ) + (γ μ * γ ρ * γ' ν + γ ρ * γ μ * γ' ν)
        + (γ ν * γ ρ * γ' μ + γ ρ * γ ν * γ' μ)
      = (γ μ * γ ν + γ ν * γ μ) * γ' ρ + (γ μ * γ ρ + γ ρ * γ μ) * γ' ν
        + (γ ρ * γ ν + γ ν * γ ρ) * γ' μ := by noncomm_ring
  rw [e, h μ ν, h μ ρ, h ρ ν]
  simp only [smul_mul_assoc, one_mul]
```

## (c) The half-sum is a DKP family

Let both families be Clifford with the same \(g\), and let them commute with each other. Show that
\[
b^\mu b^\nu b^\rho+b^\rho b^\nu b^\mu=g^{\mu\nu}b^\rho+g^{\rho\nu}b^\mu .
\]

**Solution.** Multiply the left side by 8 and expand. The products from a single family are given by (a), once for \(\gamma\) and once for \(\gamma'\). The mixed products are given by (b), once as stated and once with the families exchanged. With \(\Gamma^\mu=\gamma^\mu+\gamma'^\mu\) the two groups are
\[
\begin{aligned}
\text{single family:}\quad&2g^{\mu\nu}\Gamma^\rho+2g^{\rho\nu}\Gamma^\mu-2g^{\mu\rho}\Gamma^\nu,\\
\text{mixed:}\quad&2g^{\mu\nu}\Gamma^\rho+2g^{\rho\nu}\Gamma^\mu+2g^{\mu\rho}\Gamma^\nu .
\end{aligned}
\]
The \(g^{\mu\rho}\) terms cancel, leaving \(4g^{\mu\nu}\Gamma^\rho+4g^{\rho\nu}\Gamma^\mu\). Since \(\Gamma^\mu=2b^\mu\), this is 8 times the required right side. The final `linear_combination` adds the same four identities, each with weight \(1/8\).

```lean
/-- The half-sum of two mutually commuting Clifford families with the same metric obeys the
Duffin-Kemmer-Petiau relation. -/
theorem halfSum_isDKP {g : ι → ι → ℂ} {γ γ' : ι → A} (h : IsClifford g γ)
    (h' : IsClifford g γ') (hc : ∀ μ ν, γ μ * γ' ν = γ' ν * γ μ) :
    IsDKP g (halfSum γ γ') := by
  intro μ ν ρ
  have t := clifford_triple h μ ν ρ
  have t' := clifford_triple h' μ ν ρ
  have m := mixed_triple h hc μ ν ρ
  have m' := mixed_triple h' (fun a b => (hc b a).symm) μ ν ρ
  simp only [halfSum, mul_add, add_mul, smul_add, smul_mul_assoc, mul_smul_comm, smul_smul]
  -- the terms with g^(μρ) cancel between pure and mixed products
  linear_combination (norm := module) (1 / 8 : ℂ) • t + (1 / 8 : ℂ) • t'
    + (1 / 8 : ℂ) • m + (1 / 8 : ℂ) • m'
```

Without the assumption that the two families commute, the conclusion can fail. Take a single index with \(g=1\), \(\gamma=\sigma_x\) and \(\gamma'=\sigma_z\). Then \(b^2=\tfrac12\), so \(2b^3=b\), whereas the DKP relation demands \(2b^3=2b\).

## (d) Contraction with three momenta

Show that for every DKP family and all \(p,q,r\)
\[
(b\cdot p)(b\cdot q)(b\cdot r)+(b\cdot r)(b\cdot q)(b\cdot p)
=(p\cdot q)\,b\cdot r+(r\cdot q)\,b\cdot p .
\]

**Solution.** Multiply the DKP relation by \(p_\mu q_\nu r_\rho\) and sum over all indices. The left side becomes the two triple products. The right side is
\[
\sum_{\mu\nu}g^{\mu\nu}p_\mu q_\nu\sum_\rho r_\rho b^\rho
+\sum_{\rho\nu}g^{\rho\nu}r_\rho q_\nu\sum_\mu p_\mu b^\mu ,
\]
which is the stated result. Lean sums one index at a time: `s1` contracts \(\mu\) with \(p\), `s2` contracts \(\rho\) with \(r\), and the last calculation contracts \(\nu\) with \(q\).

```lean
/-- The Duffin-Kemmer-Petiau relation contracted with three vectors:
`(b·p)(b·q)(b·r) + (b·r)(b·q)(b·p) = (p·q) b·r + (r·q) b·p`. -/
theorem slash_triple [Fintype ι] {g : ι → ι → ℂ} {b : ι → A} (h : IsDKP g b)
    (p q r : ι → ℂ) :
    slash b p * slash b q * slash b r + slash b r * slash b q * slash b p
      = dot g p q • slash b r + dot g r q • slash b p := by
  have hp : slash b p = ∑ μ, p μ • b μ := rfl
  have hq : slash b q = ∑ μ, q μ • b μ := rfl
  have hr : slash b r = ∑ μ, r μ • b μ := rfl
  -- contract the first index with p
  have s1 : ∀ ν ρ, slash b p * b ν * b ρ + b ρ * b ν * slash b p
      = (∑ μ, g μ ν * p μ) • b ρ + g ρ ν • slash b p := fun ν ρ => by
    calc _ = ∑ μ, p μ • (b μ * b ν * b ρ + b ρ * b ν * b μ) := by
          simp only [hp, Finset.sum_mul, Finset.mul_sum, smul_mul_assoc, mul_smul_comm,
            smul_add, Finset.sum_add_distrib]
      _ = ∑ μ, ((g μ ν * p μ) • b ρ + g ρ ν • (p μ • b μ)) :=
          Finset.sum_congr rfl fun μ _ => by rw [h μ ν ρ]; module
      _ = _ := by rw [Finset.sum_add_distrib, ← Finset.sum_smul, ← Finset.smul_sum, hp]
  -- contract the last index with r
  have s2 : ∀ ν, slash b p * b ν * slash b r + slash b r * b ν * slash b p
      = (∑ μ, g μ ν * p μ) • slash b r + (∑ μ, g μ ν * r μ) • slash b p := fun ν => by
    calc _ = ∑ ρ, r ρ • (slash b p * b ν * b ρ + b ρ * b ν * slash b p) := by
          simp only [hr, Finset.sum_mul, Finset.mul_sum, smul_mul_assoc, mul_smul_comm,
            smul_add, Finset.sum_add_distrib]
      _ = ∑ ρ, ((∑ μ, g μ ν * p μ) • (r ρ • b ρ) + (g ρ ν * r ρ) • slash b p) :=
          Finset.sum_congr rfl fun ρ _ => by rw [s1 ν ρ]; module
      _ = _ := by rw [Finset.sum_add_distrib, ← Finset.smul_sum, ← Finset.sum_smul, hr]
  -- contract the middle index with q
  calc _ = ∑ ν, q ν • (slash b p * b ν * slash b r + slash b r * b ν * slash b p) := by
        simp only [hq, Finset.sum_mul, Finset.mul_sum, smul_mul_assoc, mul_smul_comm,
          smul_add, Finset.sum_add_distrib]
    _ = ∑ ν, (((∑ μ, g μ ν * p μ) * q ν) • slash b r
          + ((∑ μ, g μ ν * r μ) * q ν) • slash b p) :=
        Finset.sum_congr rfl fun ν _ => by rw [s2 ν]; module
    _ = _ := by
        rw [Finset.sum_add_distrib, ← Finset.sum_smul, ← Finset.sum_smul]
        rfl
```

## (e) The cubic relation

Show that every DKP family satisfies
\[
(b\cdot p)^3=(p\cdot p)\,b\cdot p .
\]

**Solution.** Set \(q=r=p\) in (d). This gives \(2(b\cdot p)^3=2(p\cdot p)\,b\cdot p\); divide by 2.

```lean
/-- For matrices obeying the Duffin-Kemmer-Petiau relation, `(b·p)³ = (p·p) b·p`. -/
theorem slash_cube [Fintype ι] {g : ι → ι → ℂ} {b : ι → A} (h : IsDKP g b) (p : ι → ℂ) :
    slash b p ^ 3 = dot g p p • slash b p := by
  have t := slash_triple h p p p
  rw [pow_succ, pow_two]
  linear_combination (norm := module) (1 / 2 : ℂ) • t
```

## (f) The mass shell

Let \(\psi\neq0\) solve \((b\cdot p)\psi=m\psi\) with \(m\neq0\). Show that
\[
p\cdot p=m^2 .
\]

**Solution.** Apply (e) to \(\psi\). The left side gives \(m^3\psi\) and the right side \((p\cdot p)\,m\psi\), so
\[
m\,(p\cdot p-m^2)\,\psi=0 .
\]
Since \(\psi\) and \(m\) are nonzero, the bracket vanishes. For the Minkowski metric with signature \((+,-,-,-)\) and real \(p_0=E\), \(\mathbf p\) and \(m\), this is the energy-momentum relation \(E^2=|\mathbf p|^2+m^2\) of a free particle.

In Lean, \(\psi\) belongs to a complex vector space `V` on which `A` acts, and `IsScalarTower` says that the two actions of complex numbers agree. The number `m` may be complex; the physical case is real and positive.

```lean
/-- For a Duffin-Kemmer-Petiau family `b`, a nonzero solution of the wave equation `(b·p) ψ = m ψ`
with `m ≠ 0` has its momentum on the mass shell, `p·p = m²`. -/
theorem mass_shell [Fintype ι] {V : Type*} [AddCommGroup V] [Module ℂ V] [Module A V]
    [IsScalarTower ℂ A V] {g : ι → ι → ℂ} {b : ι → A} (h : IsDKP g b) {p : ι → ℂ} {m : ℂ}
    (hm : m ≠ 0) {ψ : V} (hψ : ψ ≠ 0) (wave : slash b p • ψ = m • ψ) :
    dot g p p = m ^ 2 := by
  have e := congrArg (fun X : A => X • ψ) (slash_cube h p)
  simp only [pow_succ, pow_zero, one_mul, mul_smul, smul_assoc, wave,
    smul_comm (slash b p) m] at e
  have z : (m * (dot g p p - m ^ 2)) • ψ = 0 := by
    linear_combination (norm := module) (-1 : ℂ) • e
  have z' := (smul_eq_zero.mp z).resolve_right hψ
  exact sub_eq_zero.mp ((mul_eq_zero.mp z').resolve_left hm)
```

For \(m=0\) the conclusion can fail. With one index, \(g=1\) and \(p=1\), take \(b=\tfrac12(\sigma_z\otimes1+1\otimes\sigma_z)\) and \(\psi={\uparrow}\otimes{\downarrow}\). Then \((b\cdot p)\psi=0\), although \(p\cdot p=1\).

## (g) Solutions on the mass shell

Let \(p\cdot p=m^2\) and \(P=(b\cdot p)(b\cdot p+m)\). Show that
\[
(b\cdot p)\,P=m\,P .
\]

**Solution.** By (e),
\[
(b\cdot p)P=(b\cdot p)^3+m(b\cdot p)^2=m^2\,b\cdot p+m(b\cdot p)^2=mP .
\]
Hence \(P\phi\) solves the wave equation for every \(\phi\), though it may be zero. The operator is not normalised: the same relation gives \(P^2=2m^2P\), so for \(m\neq0\) the projector is \(P/(2m^2)\).

```lean
/-- For a Duffin-Kemmer-Petiau family `b` and a momentum on the mass shell `p·p = m²`, the operator
`P = (b·p)(b·p + m)` satisfies `(b·p) P = m P`. -/
theorem on_shell_solutions [Fintype ι] {g : ι → ι → ℂ} {b : ι → A} (h : IsDKP g b)
    {p : ι → ℂ} {m : ℂ} (shell : dot g p p = m ^ 2) :
    slash b p * (slash b p * (slash b p + m • (1 : A)))
      = m • (slash b p * (slash b p + m • (1 : A))) := by
  have c := slash_cube h p
  rw [shell, pow_succ, pow_two, mul_assoc] at c
  simp only [mul_add, mul_smul_comm, mul_one, smul_add]
  linear_combination (norm := module) c
```

## (h) Majorana matrices as a Clifford family

The metric is now \(\eta=\mathrm{diag}(1,-1,-1,-1)\), and the gamma matrices are \(\gamma^\mu=iR^\mu\) with integer matrices \(R^\mu\).

```lean
/-- The Minkowski metric with signature `(+,-,-,-)`. -/
def minkowski (μ ν : Fin 4) : ℤ := if μ = ν then (if μ = 0 then 1 else -1) else 0

/-- Four real matrices which, multiplied by `i`, are the Majorana gamma matrices. -/
def majoranaReal : Fin 4 → Matrix (Fin 4) (Fin 4) ℤ :=
  ![!![0, 0, 0, 1; 0, 0, 1, 0; 0, -1, 0, 0; -1, 0, 0, 0],
    !![0, 0, 1, 0; 0, 0, 0, 1; 1, 0, 0, 0; 0, 1, 0, 0],
    !![1, 0, 0, 0; 0, 1, 0, 0; 0, 0, -1, 0; 0, 0, 0, -1],
    !![0, 0, 0, 1; 0, 0, -1, 0; 0, -1, 0, 0; 1, 0, 0, 0]]

/-- The purely imaginary gamma matrices of a Majorana representation. -/
def majorana (μ : Fin 4) : Matrix (Fin 4) (Fin 4) ℂ :=
  Matrix.of fun i j => Complex.I * (majoranaReal μ i j : ℂ)
```

Show that
\[
\{\gamma^\mu,\gamma^\nu\}=2\eta^{\mu\nu}\,1 .
\]

**Solution.** With \(\varepsilon=i\sigma_y\), so that \(\varepsilon^2=-1\), the four matrices are
\[
R^0=\varepsilon\otimes\sigma_x,\quad R^1=\sigma_x\otimes1,\quad R^2=\sigma_z\otimes1,\quad R^3=\varepsilon\otimes\varepsilon .
\]
Therefore \((R^0)^2=-1\) and \((R^k)^2=1\) for \(k=1,2,3\). The matrices \(\varepsilon,\sigma_x,\sigma_z\) anticommute pairwise. Any two different \(R^\mu\) contain such a pair in one factor and commuting matrices in the other, so they anticommute. Thus \(\{R^\mu,R^\nu\}=-2\eta^{\mu\nu}\,1\), and the factor \(i^2=-1\) reverses the sign.

Lean checks the integer identity `key` entry by entry with `decide +kernel`, then carries it over to complex numbers; `e` supplies the sign.

```lean
/-- The Majorana matrices are a Clifford family for the Minkowski metric. -/
theorem majorana_isClifford : IsClifford (fun μ ν => (minkowski μ ν : ℂ)) majorana := by
  have key : ∀ μ ν i j : Fin 4,
      (∑ k, majoranaReal μ i k * majoranaReal ν k j)
        + ∑ k, majoranaReal ν i k * majoranaReal μ k j
      = -(2 * minkowski μ ν * (if i = j then 1 else 0)) := by decide +kernel
  intro μ ν
  ext i j
  have h := congrArg (Int.cast : ℤ → ℂ) (key μ ν i j)
  push_cast at h
  -- the two factors i contribute a sign
  have e : ∀ α β : Fin 4, ∑ k, Complex.I * (majoranaReal α i k : ℂ)
      * (Complex.I * (majoranaReal β k j : ℂ))
      = -∑ k, (majoranaReal α i k : ℂ) * (majoranaReal β k j : ℂ) := fun α β => by
    rw [← Finset.sum_neg_distrib]
    refine Finset.sum_congr rfl fun k _ => ?_
    linear_combination (majoranaReal α i k : ℂ) * (majoranaReal β k j : ℂ) * Complex.I_sq
  simp only [majorana, Matrix.add_apply, Matrix.mul_apply, Matrix.of_apply,
    Matrix.smul_apply, Matrix.one_apply, smul_eq_mul]
  rw [e μ ν, e ν μ]
  linear_combination -h
```

## (i) Two commuting families of 16 by 16 matrices

Show that \(\gamma^\mu\otimes1\) and \(1\otimes\gamma^\mu\) are both Clifford families for \(\eta\), and that
\[
(\gamma^\mu\otimes1)(1\otimes\gamma^\nu)=(1\otimes\gamma^\nu)(\gamma^\mu\otimes1) .
\]

**Solution.** Use \((X\otimes Y)(Z\otimes W)=XZ\otimes YW\). Both products in the display equal \(\gamma^\mu\otimes\gamma^\nu\). For the first family,
\[
\{\gamma^\mu\otimes1,\gamma^\nu\otimes1\}=\{\gamma^\mu,\gamma^\nu\}\otimes1=2\eta^{\mu\nu}\,1\otimes1 ,
\]
and the second follows in the same way. The rewrites with `Matrix.mul_kronecker_mul` apply this product rule.

The assumptions of (c) are therefore met in 3+1 dimensions, and the half-sum is a DKP family of 16 by 16 matrices. Separating its spin-0 and spin-1 parts would need a further decomposition of the 16-dimensional space.

```lean
/-- The Majorana matrices acting on the first and on the second factor of a Kronecker product
are two mutually commuting Clifford families for the Minkowski metric. -/
theorem commuting_clifford_witness :
    IsClifford (fun μ ν => (minkowski μ ν : ℂ))
        (fun μ => majorana μ ⊗ₖ (1 : Matrix (Fin 4) (Fin 4) ℂ)) ∧
      IsClifford (fun μ ν => (minkowski μ ν : ℂ))
        (fun μ => (1 : Matrix (Fin 4) (Fin 4) ℂ) ⊗ₖ majorana μ) ∧
      ∀ μ ν, (majorana μ ⊗ₖ (1 : Matrix (Fin 4) (Fin 4) ℂ)) * (1 ⊗ₖ majorana ν)
        = (1 ⊗ₖ majorana ν) * (majorana μ ⊗ₖ (1 : Matrix (Fin 4) (Fin 4) ℂ)) := by
  refine ⟨fun μ ν => ?_, fun μ ν => ?_, fun μ ν => ?_⟩
  · rw [← Matrix.mul_kronecker_mul, ← Matrix.mul_kronecker_mul, ← Matrix.add_kronecker,
      majorana_isClifford μ ν, Matrix.smul_kronecker, one_mul, Matrix.one_kronecker_one]
  · rw [← Matrix.mul_kronecker_mul, ← Matrix.mul_kronecker_mul, one_mul,
      ← Matrix.kronecker_add, majorana_isClifford μ ν, Matrix.kronecker_smul,
      Matrix.one_kronecker_one]
  · rw [← Matrix.mul_kronecker_mul, ← Matrix.mul_kronecker_mul]
    simp only [one_mul, mul_one]

end

end DuffinKemmerPetiau
```

```lean
#print axioms DuffinKemmerPetiau.halfSum_isDKP
-- 'DuffinKemmerPetiau.halfSum_isDKP' depends on axioms: [propext, Classical.choice, Quot.sound]
#print axioms DuffinKemmerPetiau.mass_shell
-- 'DuffinKemmerPetiau.mass_shell' depends on axioms: [propext, Classical.choice, Quot.sound]
#print axioms DuffinKemmerPetiau.on_shell_solutions
-- 'DuffinKemmerPetiau.on_shell_solutions' depends on axioms: [propext, Classical.choice, Quot.sound]
```
